# A time-odd spin observable can have a nonzero mean under a time-even Hamiltonian

For a single spin one-half, time reversal sends a matrix `A` to `U * A.map star * Uᴴ`, where `A.map star` is the entrywise complex conjugate and `U` is the matrix with rows (0, 1) and (-1, 0). The theorem states that `U` is unitary, that the identity, taken as Hamiltonian, is unchanged by time reversal, and that the observable diag(1, -1) is Hermitian and changes sign. It also states that this observable has moment 1 in the spin-up state (1, 0), which is a unit vector, so the moment is the mean. The proof takes the five claims in turn, checking the matrix conditions entry by entry and computing the moment directly with `simp`.

This version doesn't compile in Lean 4 with Mathlib:

```lean
import Mathlib

open Matrix

namespace TimeReversalMoments

noncomputable section

variable {n : Type*} [Fintype n]

/-- An observable that is unchanged by time reversal. -/
def TimeEven (U A : Matrix n n ℂ) : Prop := U * A.map star * Uᴴ = A

/-- An observable that changes sign under time reversal. -/
def TimeOdd (U A : Matrix n n ℂ) : Prop := U * A.map star * Uᴴ = -A

/-- The number `ψ† M ψ`; for a unit vector `ψ` and a Hermitian `M` it is the mean of `M`. -/
def moment (M : Matrix n n ℂ) (ψ : n → ℂ) : ℂ := star ψ ⬝ᵥ M *ᵥ ψ

variable [DecidableEq n]

/-- For a spin one-half with the identity as Hamiltonian and `diag(1, -1)` as observable, all
symmetry conditions hold and the spin-up state has moment `1`. -/
theorem spinHalf_moment_ne_zero :
    (!![0, 1; -1, 0] : Matrix (Fin 2) (Fin 2) ℂ) ∈ unitaryGroup (Fin 2) ℂ ∧
    TimeEven !![0, 1; -1, 0] (1 : Matrix (Fin 2) (Fin 2) ℂ) ∧
    (!![1, 0; 0, -1] : Matrix (Fin 2) (Fin 2) ℂ).IsHermitian ∧
    TimeOdd !![0, 1; -1, 0] (!![1, 0; 0, -1] : Matrix (Fin 2) (Fin 2) ℂ) ∧
    moment (!![1, 0; 0, -1] : Matrix (Fin 2) (Fin 2) ℂ) ![1, 0] = 1 := by
  refine ⟨?_, ?_, ?_, ?_, ?_⟩
  · rw [Matrix.mem_unitaryGroup_iff]
    ext i j
    fin_cases i <;> fin_cases j <;>
      simp [Matrix.mul_apply, Fin.sum_univ_two, Matrix.star_eq_conjTranspose]
  · unfold TimeEven
    ext i j
    fin_cases i <;> fin_cases j <;> simp [Matrix.mul_apply, Fin.sum_univ_two]
  · exact Matrix.IsHermitian.ext (fun i j => by fin_cases i <;> fin_cases j <;> simp)
  · unfold TimeOdd
    ext i j
    fin_cases i <;> fin_cases j <;> simp [Matrix.mul_apply, Fin.sum_univ_two]
  · simp [moment, Matrix.mulVec, dotProduct, Fin.sum_univ_two]

end

end TimeReversalMoments
```

Lean reports:

```
Main.lean:39:2: error: unsolved goals
case refine_4.«0».«0»
⊢ (![0, 1] ᵥ* !![1, 0; 0, -1].map ⇑(starRingEnd ℂ)) 1 = -1

case refine_4.«0».«1»
⊢ (![0, 1] ᵥ* !![1, 0; 0, -1].map ⇑(starRingEnd ℂ)) 0 = 0

case refine_4.«1».«0»
⊢ (![-1, 0] ᵥ* !![1, 0; 0, -1].map ⇑(starRingEnd ℂ)) 1 = 0

case refine_4.«1».«1»
⊢ -(![-1, 0] ᵥ* !![1, 0; 0, -1].map ⇑(starRingEnd ℂ)) 0 = 1
```

Cause. The error is in the fourth claim, that diag(1, -1) is time-odd. Lean reports four unsolved goals, one for each matrix entry. In each, `simp` has expanded the outer product but left an entry of a row vector times the conjugated observable, written with `ᵥ*`.

`Matrix.mul_apply` expands an entry of a matrix product, but here the inner product had been rewritten as a vector-matrix product, which that lemma does not match. Nothing else available to `simp` evaluated it with the observable still in the form `!![1, 0; 0, -1].map ⇑(starRingEnd ℂ)`.

The repair adds two definitions to the `simp` call. `Matrix.vecMul` turns each entry of the vector-matrix product into a dot product, and `dotProduct` turns that into a sum. `Fin.sum_univ_two`, already in the list, then writes out the two terms, and `simp` can evaluate the conjugated entries and finish the arithmetic. The new line break is only layout.

This version goes through:

```diff
@@ -39,5 +39,6 @@
   · unfold TimeOdd
     ext i j
-    fin_cases i <;> fin_cases j <;> simp [Matrix.mul_apply, Fin.sum_univ_two]
+    fin_cases i <;> fin_cases j <;>
+      simp [Matrix.mul_apply, Matrix.vecMul, dotProduct, Fin.sum_univ_two]
   · simp [moment, Matrix.mulVec, dotProduct, Fin.sum_univ_two]
 
```
